# The ground energy of one particle on a finite lattice as a minimum over densities

An electron hops among a few sites while external gates set the energy of each site. In the idealised model used here, changing the gates changes only the on-site potential v and leaves the rest of the Hamiltonian, H0, as it was; in a real device the hopping can shift too. Can the part of the problem that comes from H0 be condensed into one function of the density, which then serves for every gate setting?

For a Hermitian H0 on a finite nonempty set of sites, it can. Let ψᵢ be the amplitude on site i and nᵢ = |ψᵢ|² the density, with ∑ᵢ nᵢ = 1 for a normalised state. Write v·n = ∑ᵢ vᵢnᵢ, H = H0 + diag(v), and E(v) for the least eigenvalue of H. Define

F(n) = inf { ⟨ψ, H0 ψ⟩ : ψ normalised with density n }.

Then, with n ranging over the probability vectors,

E(v) = min over n of [F(n) + v·n],

and the density of every ground state attains the minimum, whether or not the level is degenerate.

This is the constrained search of density functional theory for a single particle on finitely many sites; the many-electron functional, with its interaction energy, is not treated.

## Minimising in two stages

The potential sees only the density:

⟨ψ, Hψ⟩ = ⟨ψ, H0 ψ⟩ + ∑ᵢ vᵢ|ψᵢ|² = ⟨ψ, H0 ψ⟩ + v·n.

Next comes the Rayleigh–Ritz bound. The matrix B = H − E(v) has orthonormal eigenvectors uₖ with eigenvalues bₖ ≥ 0. For normalised ψ,

⟨ψ, Hψ⟩ − E(v) = ⟨ψ, Bψ⟩ = ∑ₖ bₖ|⟨uₖ, ψ⟩|² ≥ 0.

The sum vanishes exactly when ψ has no component with bₖ > 0, that is, when Bψ = 0 and ψ is a ground state.

The infimum F(n) is taken over a nonempty set, because the amplitudes √nᵢ have density n. The set is bounded below by the least eigenvalue of H0, by the same bound with v = 0.

Now fix n. Every normalised φ with density n satisfies

E(v) − v·n ≤ ⟨φ, H0 φ⟩.

Taking the infimum over φ gives E(v) ≤ F(n) + v·n. Conversely, normalising an eigenvector of E(v) gives a ground state. If ψ is any ground state and n its density,

F(n) + v·n ≤ ⟨ψ, H0 ψ⟩ + v·n = E(v).

The two inequalities give equality. Nothing here used uniqueness of ψ.

A criterion for ground states follows. Let ψ be normalised with density m. If ψ is a ground state, then ⟨ψ, H0 ψ⟩ + v·m = E(v) = F(m) + v·m, so ψ attains F(m), and m is a minimiser. If, conversely, ψ attains F(m) and m is a minimiser, then ⟨ψ, Hψ⟩ = F(m) + v·m = E(v), and equality in Rayleigh–Ritz makes ψ a ground state.

For two sites with hopping amplitude t ≥ 0, the functional is explicit:

⟨ψ, H0 ψ⟩ = −2t Re(ψ₀* ψ₁) ≥ −2t|ψ₀||ψ₁| = −2t√(n₀n₁).

The amplitudes √n₀ and √n₁ give equality, so F(n) = −2t√(n₀n₁).

## States, energies and the functional in Lean

The finite type `ι` is the set of sites, and a state is a function `ι → ℂ`.

```lean
import Mathlib

open Matrix
open scoped ComplexOrder

namespace LatticeConstrainedSearch

noncomputable section

variable {ι : Type*} [Fintype ι] [DecidableEq ι]

/-- The site density of a state: the squared modulus of its amplitude on each site. -/
def density (ψ : ι → ℂ) : ι → ℝ := fun i => Complex.normSq (ψ i)

/-- A state is normalised when its density sums to one. -/
def Normalized (ψ : ι → ℂ) : Prop := ∑ i, density ψ i = 1
```

The energy is the real part of the quadratic form, which for a Hermitian matrix is the whole of it.

```lean
/-- The energy expectation value `⟨ψ, A ψ⟩`, as a real number. -/
def energy (A : Matrix ι ι ℂ) (ψ : ι → ℂ) : ℝ := (star ψ ⬝ᵥ A *ᵥ ψ).re

/-- The Hamiltonian `H0 + diag(v)` with a real on-site potential `v`. -/
def withPotential (H0 : Matrix ι ι ℂ) (v : ι → ℝ) : Matrix ι ι ℂ :=
  H0 + Matrix.diagonal (fun i => (v i : ℂ))
```

The ground energy is defined as an infimum of eigenvalues; that it is itself an eigenvalue is proved below. A ground state is any normalised eigenvector at that energy, so degenerate levels are included.

```lean
/-- The set of real eigenvalues of a matrix. -/
def realEigenvalues (A : Matrix ι ι ℂ) : Set ℝ :=
  {e | ∃ ψ : ι → ℂ, ψ ≠ 0 ∧ A *ᵥ ψ = (e : ℂ) • ψ}

/-- The ground energy: the infimum of the real eigenvalues. -/
def groundEnergy (A : Matrix ι ι ℂ) : ℝ := sInf (realEigenvalues A)

/-- A ground state: a normalised eigenvector belonging to the ground energy. -/
def IsGroundState (A : Matrix ι ι ℂ) (ψ : ι → ℂ) : Prop :=
  Normalized ψ ∧ A *ᵥ ψ = (groundEnergy A : ℂ) • ψ
```

The functional takes `H0` and `n` as arguments, but not `v`.

```lean
/-- The constrained-search functional `F(n)`: the infimum of the `H0` energy over
normalised states of density `n`. -/
def universalFunctional (H0 : Matrix ι ι ℂ) (n : ι → ℝ) : ℝ :=
  sInf {e | ∃ ψ : ι → ℂ, Normalized ψ ∧ density ψ = n ∧ energy H0 ψ = e}
```

## The potential energy and the Rayleigh–Ritz bound

The first two lemmas give the splitting of the energy, site by site. The third keeps H Hermitian.

```lean
/-- The potential acts on a state by multiplying each amplitude by the local value of `v`. -/
theorem withPotential_mulVec (H0 : Matrix ι ι ℂ) (v : ι → ℝ) (ψ : ι → ℂ) :
    withPotential H0 v *ᵥ ψ = H0 *ᵥ ψ + fun i => (v i : ℂ) * ψ i := by
  rw [withPotential, Matrix.add_mulVec]
  congr 1
  funext i
  rw [Matrix.mulVec_diagonal]

/-- The energy in a potential is the `H0` energy plus the potential summed against the density. -/
theorem energy_withPotential (H0 : Matrix ι ι ℂ) (v : ι → ℝ) (ψ : ι → ℂ) :
    energy (withPotential H0 v) ψ = energy H0 ψ + v ⬝ᵥ density ψ := by
  unfold energy
  rw [withPotential_mulVec, dotProduct_add, Complex.add_re]
  congr 1
  simp only [dotProduct, Complex.re_sum]
  refine Finset.sum_congr rfl fun i _ => ?_
  simp [density, Complex.normSq_apply]
  ring

omit [Fintype ι] in
/-- Adding a real potential keeps the Hamiltonian Hermitian. -/
theorem withPotential_isHermitian {H0 : Matrix ι ι ℂ} (hH : H0.IsHermitian) (v : ι → ℝ) :
    (withPotential H0 v).IsHermitian := by
  refine Matrix.IsHermitian.add hH ?_
  rw [Matrix.IsHermitian, Matrix.diagonal_conjTranspose]
  congr 1
  funext i
  simp
```

Eigenvalues are roots of the characteristic polynomial, so there are finitely many, and the spectral theorem supplies at least one. A finite nonempty set of reals contains its infimum.

```lean
/-- The ground energy of a Hermitian matrix is its least eigenvalue. -/
theorem groundEnergy_isLeast [Nonempty ι] {A : Matrix ι ι ℂ} (hA : A.IsHermitian) :
    IsLeast (realEigenvalues A) (groundEnergy A) := by
  -- eigenvalues are roots of the characteristic polynomial, hence finite in number
  have hfin : (realEigenvalues A).Finite := by
    refine ((Polynomial.finite_setOfPred_isRoot A.charpoly_monic.ne_zero).preimage
      Complex.ofReal_injective.injOn).subset ?_
    rintro e ⟨ψ, hψ, h⟩
    show A.charpoly.eval (e : ℂ) = 0
    rw [Matrix.eval_charpoly]
    refine Matrix.exists_mulVec_eq_zero_iff.mp ⟨ψ, hψ, ?_⟩
    rw [Matrix.sub_mulVec, h]
    funext i
    simp [Matrix.scalar_apply]
  have hne : (realEigenvalues A).Nonempty := by
    let j : ι := Classical.arbitrary ι
    refine ⟨hA.eigenvalues j, (hA.eigenvectorBasis j).ofLp, fun h => ?_, ?_⟩
    · exact hA.eigenvectorBasis.orthonormal.ne_zero j (PiLp.ext fun i => congrFun h i)
    · have hj := hA.mulVec_eigenvectorBasis j
      funext i
      have hi := congrFun hj i
      simpa only [Pi.smul_apply, Complex.real_smul, smul_eq_mul] using hi
  exact ⟨hne.csInf_mem hfin, fun e he => csInf_le hfin.bddBelow he⟩
```

The matrix B is built as `withPotential` with the constant potential −E, so the energy splitting applies to it directly. Its eigenvalues are nonnegative because adding E to any of them gives an eigenvalue of `A`. Mathlib's `dotProduct_mulVec_zero_iff` then turns ⟨ψ, Bψ⟩ = 0 into Bψ = 0, which settles the equality case.

```lean
/-- Rayleigh-Ritz principle: a normalised state has at least the ground energy, with equality
exactly for ground states. -/
theorem rayleigh_ritz [Nonempty ι] {A : Matrix ι ι ℂ} (hA : A.IsHermitian) {ψ : ι → ℂ}
    (hψ : Normalized ψ) :
    groundEnergy A ≤ energy A ψ ∧ (energy A ψ = groundEnergy A ↔ IsGroundState A ψ) := by
  have hB := withPotential_isHermitian hA (fun _ => -groundEnergy A)
  -- the Hamiltonian shifted by its least eigenvalue is positive semidefinite
  have hpos : (withPotential A (fun _ => -groundEnergy A)).PosSemidef := by
    rw [hB.posSemidef_iff_eigenvalues_nonneg]
    intro j
    have hj := hB.mulVec_eigenvectorBasis j
    rw [withPotential_mulVec] at hj
    have hle : groundEnergy A ≤ hB.eigenvalues j + groundEnergy A := by
      refine (groundEnergy_isLeast hA).2 ⟨(hB.eigenvectorBasis j).ofLp, fun h => ?_, ?_⟩
      · exact hB.eigenvectorBasis.orthonormal.ne_zero j (PiLp.ext fun i => congrFun h i)
      · funext i
        have hi := congrFun hj i
        simp only [Pi.add_apply, Pi.smul_apply, Complex.real_smul, smul_eq_mul,
          Complex.ofReal_neg, Complex.ofReal_add] at hi ⊢
        linear_combination hi
    show (0 : ℝ) ≤ hB.eigenvalues j
    linarith
  have he : energy (withPotential A (fun _ => -groundEnergy A)) ψ
      = energy A ψ - groundEnergy A := by
    have h1 : ∑ i, density ψ i = 1 := hψ
    rw [energy_withPotential]
    simp only [dotProduct]
    rw [← Finset.mul_sum, h1]
    ring
  have h0 := Complex.nonneg_iff.mp (hpos.dotProduct_mulVec_nonneg ψ)
  have h0' : 0 ≤ energy (withPotential A (fun _ => -groundEnergy A)) ψ := h0.1
  have hk : withPotential A (fun _ => -groundEnergy A) *ᵥ ψ = 0 ↔
      A *ᵥ ψ = (groundEnergy A : ℂ) • ψ := by
    have h2 : (fun i => ((-groundEnergy A : ℝ) : ℂ) * ψ i) = -((groundEnergy A : ℂ) • ψ) := by
      funext i
      simp
    rw [withPotential_mulVec, h2, ← sub_eq_add_neg, sub_eq_zero]
  refine ⟨by linarith, fun h => ⟨hψ, hk.mp ?_⟩, fun h => ?_⟩
  · refine (hpos.dotProduct_mulVec_zero_iff ψ).mp (Complex.ext ?_ h0.2.symm)
    show energy (withPotential A (fun _ => -groundEnergy A)) ψ = 0
    linarith
  · have h3 : energy (withPotential A (fun _ => -groundEnergy A)) ψ = 0 := by
      rw [energy, hk.mpr h.2, dotProduct_zero, Complex.zero_re]
    linarith
```

## The search over densities

The set `stdSimplex ℝ ι` consists of the probability vectors: nonnegative entries with sum one.

```lean
omit [DecidableEq ι] in
/-- Every probability vector `n` is the density of the normalised state with amplitudes `√n`. -/
theorem density_sqrt {n : ι → ℝ} (hn : n ∈ stdSimplex ℝ ι) :
    Normalized (fun i => (√(n i) : ℂ)) ∧ density (fun i => (√(n i) : ℂ)) = n := by
  have h : density (fun i => (√(n i) : ℂ)) = n := by
    funext i
    rw [density, Complex.normSq_ofReal, Real.mul_self_sqrt (hn.1 i)]
  exact ⟨by rw [Normalized, h]; exact hn.2, h⟩

/-- The functional at the density of a normalised state is at most the `H0` energy of it. -/
theorem universalFunctional_le [Nonempty ι] {H0 : Matrix ι ι ℂ} (hH : H0.IsHermitian)
    {ψ : ι → ℂ} (hψ : Normalized ψ) : universalFunctional H0 (density ψ) ≤ energy H0 ψ := by
  refine csInf_le ⟨groundEnergy H0, ?_⟩ ⟨ψ, hψ, rfl, rfl⟩
  rintro _ ⟨φ, hφ, _, rfl⟩
  exact (rayleigh_ritz hH hφ).1
```

The proof of the main theorem turns on two Mathlib lemmas about the real infimum `sInf`. To show that a number lies below the infimum, `le_csInf` asks for a member of the set, and `density_sqrt` provides it. To show that the infimum lies below a member, `csInf_le` asks for a lower bound on the set, and Rayleigh–Ritz for H0 provides it in `universalFunctional_le`. Without a member the first step would fail: Lean assigns the infimum of the empty set of reals the value 0, which is what F returns when n is not a probability vector.

In the statement, `IsLeast` says that the ground energy is one of the values F(n) + v·n and that none is smaller. The second half concerns every ground state. In the proof, `hlow` is the lower bound, `hatt` the attainment, and `hex` the normalisation of an eigenvector.

```lean
/-- The least eigenvalue of `H0 + diag(v)` is the minimum of `F(n) + v·n` over probability
vectors, and the density of every ground state attains it. -/
theorem groundEnergy_eq_min_over_densities [Nonempty ι] {H0 : Matrix ι ι ℂ}
    (hH : H0.IsHermitian) (v : ι → ℝ) :
    IsLeast ((fun n => universalFunctional H0 n + v ⬝ᵥ n) '' stdSimplex ℝ ι)
      (groundEnergy (withPotential H0 v)) ∧
    ∀ ψ, IsGroundState (withPotential H0 v) ψ → density ψ ∈ stdSimplex ℝ ι ∧
      universalFunctional H0 (density ψ) + v ⬝ᵥ density ψ
        = groundEnergy (withPotential H0 v) := by
  have hHv := withPotential_isHermitian hH v
  -- lower bound: apply Rayleigh-Ritz to every state of density n
  have hlow : ∀ n ∈ stdSimplex ℝ ι,
      groundEnergy (withPotential H0 v) ≤ universalFunctional H0 n + v ⬝ᵥ n := by
    intro n hn
    have h : groundEnergy (withPotential H0 v) - v ⬝ᵥ n ≤ universalFunctional H0 n := by
      refine le_csInf ⟨_, _, (density_sqrt hn).1, (density_sqrt hn).2, rfl⟩ ?_
      rintro _ ⟨φ, hφ, rfl, rfl⟩
      have h1 := (rayleigh_ritz hHv hφ).1
      rw [energy_withPotential] at h1
      linarith
    linarith
  have hatt : ∀ ψ, IsGroundState (withPotential H0 v) ψ → density ψ ∈ stdSimplex ℝ ι ∧
      universalFunctional H0 (density ψ) + v ⬝ᵥ density ψ
        = groundEnergy (withPotential H0 v) := by
    intro ψ hψ
    have hmem : density ψ ∈ stdSimplex ℝ ι := ⟨fun i => Complex.normSq_nonneg _, hψ.1⟩
    have h1 := (rayleigh_ritz hHv hψ.1).2.mpr hψ
    rw [energy_withPotential] at h1
    exact ⟨hmem, le_antisymm (by linarith [universalFunctional_le hH hψ.1]) (hlow _ hmem)⟩
  -- a ground state exists: normalise an eigenvector of the least eigenvalue
  have hex : ∃ ψ, IsGroundState (withPotential H0 v) ψ := by
    obtain ⟨ψ, hne, h⟩ := (groundEnergy_isLeast hHv).1
    obtain ⟨i, hi⟩ := Function.ne_iff.mp hne
    have hs : 0 < ∑ j, density ψ j :=
      Finset.sum_pos' (fun j _ => Complex.normSq_nonneg _)
        ⟨i, Finset.mem_univ i, Complex.normSq_pos.mpr hi⟩
    refine ⟨(((√(∑ j, density ψ j))⁻¹ : ℝ) : ℂ) • ψ, ?_, ?_⟩
    · have hd : ∀ k, density ((((√(∑ j, density ψ j))⁻¹ : ℝ) : ℂ) • ψ) k
          = (∑ j, density ψ j)⁻¹ * density ψ k := by
        intro k
        simp only [density, Pi.smul_apply, smul_eq_mul, Complex.normSq_mul,
          Complex.normSq_ofReal]
        have hs' : 0 ≤ ∑ j, Complex.normSq (ψ j) := hs.le
        rw [← mul_inv, Real.mul_self_sqrt hs']
      rw [Normalized, Finset.sum_congr rfl fun k _ => hd k, ← Finset.mul_sum]
      exact inv_mul_cancel₀ hs.ne'
    · rw [Matrix.mulVec_smul, h, smul_comm]
  obtain ⟨ψ, hψ⟩ := hex
  refine ⟨⟨⟨density ψ, (hatt ψ hψ).1, (hatt ψ hψ).2⟩, ?_⟩, hatt⟩
  rintro _ ⟨n, hn, rfl⟩
  exact hlow n hn
```

The criterion for ground states combines this minimum with the equality case of Rayleigh–Ritz. It requires ψ to attain F at its own density; the theorem makes no claim that such a state exists for each n.

```lean
/-- A normalised state is a ground state in the potential `v` exactly when it attains `F` at its
own density and that density minimises `F(n) + v·n` over probability vectors. -/
theorem isGroundState_iff [Nonempty ι] {H0 : Matrix ι ι ℂ} (hH : H0.IsHermitian)
    (v : ι → ℝ) {ψ : ι → ℂ} (hψ : Normalized ψ) :
    IsGroundState (withPotential H0 v) ψ ↔
      energy H0 ψ = universalFunctional H0 (density ψ) ∧
      ∀ n ∈ stdSimplex ℝ ι, universalFunctional H0 (density ψ) + v ⬝ᵥ density ψ
        ≤ universalFunctional H0 n + v ⬝ᵥ n := by
  obtain ⟨hmin, hatt⟩ := groundEnergy_eq_min_over_densities hH v
  have hr := rayleigh_ritz (withPotential_isHermitian hH v) hψ
  rw [energy_withPotential] at hr
  constructor
  · intro h
    have h1 := hr.2.mpr h
    have h2 := (hatt ψ h).2
    refine ⟨by linarith, fun n hn => ?_⟩
    rw [h2]
    exact hmin.2 ⟨n, hn, rfl⟩
  · rintro ⟨h1, h2⟩
    obtain ⟨n, hn, h3⟩ := hmin.1
    have h4 := h2 n hn
    have h5 : universalFunctional H0 n + v ⬝ᵥ n = groundEnergy (withPotential H0 v) := h3
    exact hr.2.mp (le_antisymm (by linarith) hr.1)
```

## Two sites

The sites are labelled 0 and 1. The bound on Re(ψ₀* ψ₁) comes from the square of its imaginary counterpart, which `nlinarith` receives as a hint.

```lean
/-- The two-site hopping Hamiltonian with amplitude `t`. -/
def dimer (t : ℝ) : Matrix (Fin 2) (Fin 2) ℂ := !![0, -(t : ℂ); -(t : ℂ), 0]

/-- For one particle hopping between two sites with `t ≥ 0`, the functional at a probability vector
`n` is `F(n) = -2t √(n₀ n₁)`. -/
theorem universalFunctional_dimer {t : ℝ} (ht : 0 ≤ t) {n : Fin 2 → ℝ}
    (hn : n ∈ stdSimplex ℝ (Fin 2)) :
    universalFunctional (dimer t) n = -2 * t * √(n 0 * n 1) := by
  have he : ∀ ψ : Fin 2 → ℂ, energy (dimer t) ψ
      = -2 * t * ((ψ 0).re * (ψ 1).re + (ψ 0).im * (ψ 1).im) := by
    intro ψ
    simp [energy, dimer, Matrix.mulVec, dotProduct, Fin.sum_univ_two]
    ring
  refine IsLeast.csInf_eq ⟨⟨_, (density_sqrt hn).1, (density_sqrt hn).2, ?_⟩, ?_⟩
  · rw [he, Real.sqrt_mul (hn.1 0)]
    simp only [Complex.ofReal_re, Complex.ofReal_im, mul_zero, add_zero]
  · rintro _ ⟨ψ, _, rfl, rfl⟩
    rw [he]
    -- the real part of ψ₀* ψ₁ is at most the geometric mean of the two densities
    have hb : (ψ 0).re * (ψ 1).re + (ψ 0).im * (ψ 1).im ≤ √(density ψ 0 * density ψ 1) := by
      refine le_trans (le_abs_self _) (Real.abs_le_sqrt ?_)
      simp only [density, Complex.normSq_apply]
      nlinarith [sq_nonneg ((ψ 0).re * (ψ 1).im - (ψ 0).im * (ψ 1).re)]
    have hm := mul_le_mul_of_nonneg_left hb ht
    linarith

end

end LatticeConstrainedSearch
```

```lean
#print axioms LatticeConstrainedSearch.groundEnergy_eq_min_over_densities
#print axioms LatticeConstrainedSearch.isGroundState_iff
#print axioms LatticeConstrainedSearch.universalFunctional_dimer
```

```
'LatticeConstrainedSearch.groundEnergy_eq_min_over_densities' depends on axioms: [propext, Classical.choice, Quot.sound]
'LatticeConstrainedSearch.isGroundState_iff' depends on axioms: [propext, Classical.choice, Quot.sound]
'LatticeConstrainedSearch.universalFunctional_dimer' depends on axioms: [propext, Classical.choice, Quot.sound]
```

## Mixed states

The same argument, by hand, covers mixed states. Replace ψ by a positive semidefinite matrix Γ of trace one with diagonal n, and let F′(n) be the infimum of Tr(Γ H0) over such Γ. Writing Γ as a weighted average of projectors onto normalised states gives Tr(Γ H) ≥ E(v), and the projector onto a ground state gives equality. Hence E(v) is also the minimum of F′(n) + v·n over probability vectors.
